# For a > 0, r² exp(−ar²) has no best least-squares fit by two s-type Gaussians

## Which fits compete

Whether a best fit exists depends on which fits are admitted. Here the coefficients may be any real numbers and the exponents any positive numbers; two exponents may come as close as one likes, or coincide. The number of primitives is fixed, and the quality of a fit is its squared radial error with the volume weight $r^2$.

The target is $f(r)=r^2e^{-ar^2}$ with $a>0$, the spherically symmetric combination of the Cartesian d-type Gaussians of exponent $a$. It is also minus the derivative of the s-type primitive $e^{-ar^2}$ with respect to its exponent. A difference quotient of two s-type primitives therefore comes close to $f$, but no finite combination of them equals it.

For basis-set construction this means that a least-squares fit of this one target, with unconstrained coefficients and free positive exponents, can be improved without end as two exponents merge and their coefficients grow with opposite signs.

## The error and the two claims

For $N$ primitives with coefficients $c_i$ and exponents $p_i>0$, $i=0,\dots,N-1$, the error is

$$E(c,p)=\int_0^\infty r^2\Big(r^2e^{-ar^2}-\sum_i c_i e^{-p_ir^2}\Big)^2dr .$$

In Lean this is `fitError a c p`, where `c` and `p` are functions `Fin N → ℝ` and `Set.Ioi (0 : ℝ)` is the half-line $r>0$. The primitives are unnormalised and the angular factor $4\pi$ is left out; neither affects whether a minimum exists. The set `fitErrors a N` collects all errors reached with positive exponents.

The theorem `no_optimal_fit` treats $N=n+2$ primitives, so any number from two upwards. Its first half, `IsGLB (fitErrors a (n + 2)) 0`, says that 0 is a lower bound of the errors and that no lower bound is larger. Its second half says that no admissible `c` and `p` have an error below or equal to all the others.

The theorem `two_primitive_fit` writes out the integral for two primitives, with coefficients $c,d$ and exponents $p,q$. It states that the infimum is 0 and that every single error is strictly positive.

The result concerns this target and this error measure. It does not treat fits with a minimum spacing between exponents or a bound on the coefficients, nor exponents optimised for an energy.

## Why no fit is exact

Put $x=r^2$. The claim is that, for $\alpha\neq0$, the relation

$$(\alpha x+\beta)e^{-ax}=\sum_i c_ie^{-p_ix}$$

cannot hold for all $x>0$. Use induction on the number of terms on the right.

With no terms, $\alpha x+\beta=0$ at $x=1$ and $x=2$, so $\alpha=0$, a contradiction. Otherwise pick a term $j$.

- If $p_j=a$, move it to the left. This replaces $\beta$ by $\beta-c_j$ and leaves $\alpha$ alone.
- If $p_j\neq a$, take the relation at $x+1$ and subtract $e^{-p_j}$ times the relation at $x$. On the right each $c_i$ is multiplied by $e^{-p_i}-e^{-p_j}$, so term $j$ disappears. The left becomes
$$\big[\alpha(e^{-a}-e^{-p_j})x+\alpha e^{-a}+\beta(e^{-a}-e^{-p_j})\big]e^{-ax},$$
whose slope is again non-zero.

Either way a relation of the same form with one term fewer remains, which the induction excludes.

Now suppose $E(c,p)=0$. Expanding the square gives Gaussian moments with exponents $2a$, $a+p_i$ and $p_i+p_j$, all positive, so the integral converges. Its integrand is continuous and non-negative, hence zero for every $r>0$. Dividing by $r^2$ gives the excluded relation with $\alpha=1$, $\beta=0$. So $E(c,p)>0$.

## Why the error can be made arbitrarily small

For $h>0$ take the fit

$$g_h(r)=\frac{e^{-ar^2}-e^{-(a+h)r^2}}{h},\qquad f-g_h=e^{-ax}\Big(x-\frac{1-e^{-hx}}{h}\Big).$$

Let $y=hx\ge0$. Then $e^{-y}\ge1-y$. Also $e^{y}\ge1+y$ gives $e^{-y}\le 1/(1+y)$, and $(1+y)(1-y+y^2)=1+y^3\ge1$ gives $1/(1+y)\le1-y+y^2$. Hence $0\le e^{-y}-1+y\le y^2$, and division by $h$ yields

$$0\le x-\frac{1-e^{-hx}}{h}\le hx^2 .$$

Squaring and integrating with $x=r^2$,

$$E\le h^2\int_0^\infty r^{10}e^{-2ar^2}dr .$$

The integral does not depend on $h$, so the bound tends to 0 with $h$. If there are more than two primitives, the others get coefficient zero. The infimum is thus 0, and an optimal fit would need error 0, which no fit has.

## Numbers for a = 1

The moments needed are

$$\int_0^\infty r^6e^{-2r^2}dr=\frac{15}{128}\sqrt{\frac{\pi}{2}},\qquad \int_0^\infty r^{10}e^{-2r^2}dr=\frac{945}{2048}\sqrt{\frac{\pi}{2}} .$$

The first is the squared norm of the target in this measure. Relative to it, the error of $g_h$ is at most $\tfrac{63}{16}h^2$. For $h=0.1$ the exponents are 1 and 1.1, the coefficients are $10$ and $-10$, and the relative squared error, about 0.8 % by direct integration, is by this bound below 4 %. With target and primitives normalised, the coefficients are about $10.33$ and $-9.62$. For $h=0.01$ the bound falls to 0.04 %, while the unnormalised coefficients rise to $\pm100$.

## One primitive does have a best fit

With $N=1$ the conclusion fails. Minimising over the coefficient first leaves the relative squared error

$$1-\frac{96}{5}\,\frac{a^{7/2}p^{3/2}}{(a+p)^5}.$$

The subtracted term increases up to $p=3a/7$ and decreases afterwards. The minimum is therefore attained there, at about 9.5 %. So allowing $N=1$ would make the theorem false.

## The Lean file

```lean
import Mathlib

open Real MeasureTheory Topology

namespace PrimitiveGaussianFit

noncomputable section

/-- The squared radial error, with weight `r^2`, of fitting `r^2 exp(-a r^2)` by `N` primitive
Gaussians with coefficients `c` and exponents `p`. -/
def fitError {N : ℕ} (a : ℝ) (c p : Fin N → ℝ) : ℝ :=
  ∫ r in Set.Ioi (0 : ℝ), r ^ 2 * (r ^ 2 * exp (-a * r ^ 2) - ∑ i, c i * exp (-p i * r ^ 2)) ^ 2

/-- The set of errors reached by fits with `N` primitives of positive exponents. -/
def fitErrors (a : ℝ) (N : ℕ) : Set ℝ :=
  {E | ∃ c p : Fin N → ℝ, (∀ i, 0 < p i) ∧ E = fitError a c p}

/-- Coefficients `1/h` and `-1/h` of a difference quotient of two primitives, for `h ≠ 0`;
the remaining `n` primitives get coefficient zero. -/
def differenceCoeff (n : ℕ) (h : ℝ) : Fin (n + 2) → ℝ :=
  Matrix.vecCons (1 / h) (Matrix.vecCons (-1 / h) 0)

/-- Exponent `a` for the first primitive and `a + h` for all others. -/
def differenceExponent (n : ℕ) (a h : ℝ) : Fin (n + 2) → ℝ :=
  Matrix.vecCons a (fun _ => a + h)

/-- The product of `exp(-u t)` and `exp(-v t)` is `exp(-(u + v) t)`; for `t = r^2` and positive `u`,
`v` this is the product of two Gaussians on the same centre. -/
theorem gaussian_mul (u v t : ℝ) : exp (-(u + v) * t) = exp (-u * t) * exp (-v * t) := by
  rw [← Real.exp_add]
  congr 1
  ring

/-- Every natural-number power of `r` times a Gaussian of positive exponent is integrable. -/
theorem moment_integrable (n : ℕ) {b : ℝ} (hb : 0 < b) :
    Integrable (fun r : ℝ => r ^ n * exp (-b * r ^ 2)) := by
  have hn : (0 : ℝ) ≤ n := Nat.cast_nonneg n
  have h := integrable_rpow_mul_exp_neg_mul_sq hb (s := (n : ℝ)) (by linarith)
  simpa only [Real.rpow_natCast] using h

/-- The integrand of the fit error is integrable when all exponents are positive. -/
theorem error_integrable {N : ℕ} {a : ℝ} (ha : 0 < a) (c p : Fin N → ℝ) (hp : ∀ i, 0 < p i) :
    Integrable (fun r : ℝ =>
      r ^ 2 * (r ^ 2 * exp (-a * r ^ 2) - ∑ i, c i * exp (-p i * r ^ 2)) ^ 2) := by
  -- expand the square into Gaussian moments
  have h : Integrable (fun r : ℝ => r ^ 6 * exp (-(a + a) * r ^ 2)
      - 2 * ∑ i, c i * (r ^ 4 * exp (-(a + p i) * r ^ 2))
      + ∑ i, ∑ j, c i * c j * (r ^ 2 * exp (-(p i + p j) * r ^ 2))) :=
    ((moment_integrable 6 (add_pos ha ha)).sub
      ((MeasureTheory.integrable_finsetSum _ fun i _ =>
        (moment_integrable 4 (add_pos ha (hp i))).const_mul (c i)).const_mul 2)).add
      (MeasureTheory.integrable_finsetSum _ fun i _ => MeasureTheory.integrable_finsetSum _ fun j _ =>
        (moment_integrable 2 (add_pos (hp i) (hp j))).const_mul (c i * c j))
  refine h.congr (Filter.Eventually.of_forall fun r => ?_)
  simp only [gaussian_mul]
  have h1 : ∑ i, c i * (r ^ 4 * (exp (-a * r ^ 2) * exp (-p i * r ^ 2)))
      = r ^ 4 * exp (-a * r ^ 2) * ∑ i, c i * exp (-p i * r ^ 2) := by
    rw [Finset.mul_sum]
    exact Finset.sum_congr rfl fun i _ => by ring
  have h2 : ∑ i, ∑ j, c i * c j * (r ^ 2 * (exp (-p i * r ^ 2) * exp (-p j * r ^ 2)))
      = r ^ 2 * ((∑ i, c i * exp (-p i * r ^ 2)) * ∑ j, c j * exp (-p j * r ^ 2)) := by
    rw [Finset.sum_mul_sum, Finset.mul_sum]
    refine Finset.sum_congr rfl fun i _ => ?_
    rw [Finset.mul_sum]
    exact Finset.sum_congr rfl fun j _ => by ring
  rw [h1, h2]
  ring

/-- An exponential times a linear polynomial with non-zero slope is not a finite linear
combination of pure exponentials on `x > 0`. -/
theorem no_finite_expansion {ι : Type*} [DecidableEq ι] (s : Finset ι) (a : ℝ) (p : ι → ℝ) :
    ∀ (c : ι → ℝ) (α β : ℝ), α ≠ 0 →
      ¬ ∀ x : ℝ, 0 < x → (α * x + β) * exp (-a * x) = ∑ i ∈ s, c i * exp (-p i * x) := by
  induction s using Finset.induction_on with
  | empty =>
    intro c α β hα H
    have h1 := H 1 one_pos
    have h2 := H 2 two_pos
    simp only [Finset.sum_empty, mul_eq_zero, Real.exp_ne_zero, or_false] at h1 h2
    exact hα (by linarith)
  | insert j s hj ih =>
    intro c α β hα H
    by_cases hp : p j = a
    · -- a primitive of exponent `a` only changes the constant `β`
      refine ih c α (β - c j) hα fun x hx => ?_
      have h := H x hx
      rw [Finset.sum_insert hj, hp] at h
      linear_combination h
    · -- otherwise a shift of `x` by one eliminates the primitive `j`
      refine ih (fun i => c i * (exp (-p i) - exp (-p j))) (α * (exp (-a) - exp (-p j)))
        (α * exp (-a) + β * (exp (-a) - exp (-p j))) (mul_ne_zero hα ?_) fun x hx => ?_
      · intro h
        have h' := Real.exp_injective (sub_eq_zero.mp h)
        exact hp (by linarith)
      · have h0 := H x hx
        have h1 := H (x + 1) (by linarith)
        have shift : ∀ b : ℝ, exp (-b * (x + 1)) = exp (-b) * exp (-b * x) := by
          intro b
          rw [← Real.exp_add]
          congr 1
          ring
        rw [Finset.sum_insert hj] at h0 h1
        simp only [shift] at h1
        have hs : ∑ i ∈ s, c i * (exp (-p i) - exp (-p j)) * exp (-p i * x)
            = ∑ i ∈ s, c i * (exp (-p i) * exp (-p i * x))
              - exp (-p j) * ∑ i ∈ s, c i * exp (-p i * x) := by
          rw [Finset.mul_sum, ← Finset.sum_sub_distrib]
          exact Finset.sum_congr rfl fun i _ => by ring
        refine Eq.trans ?_ hs.symm
        linear_combination h1 - exp (-p j) * h0

/-- For `a > 0`, every fit by finitely many primitives of positive exponents has a strictly
positive error. -/
theorem fitError_pos {N : ℕ} {a : ℝ} (ha : 0 < a) (c p : Fin N → ℝ) (hp : ∀ i, 0 < p i) :
    0 < fitError a c p := by
  have hnn : 0 ≤ fun r : ℝ =>
      r ^ 2 * (r ^ 2 * exp (-a * r ^ 2) - ∑ i, c i * exp (-p i * r ^ 2)) ^ 2 :=
    fun r => mul_nonneg (sq_nonneg r) (sq_nonneg _)
  unfold fitError
  refine lt_of_le_of_ne (integral_nonneg hnn) fun h0 => ?_
  -- zero error forces pointwise equality, by continuity
  have hae := (integral_eq_zero_iff_of_nonneg hnn
    (error_integrable ha c p hp).integrableOn).1 h0.symm
  have heq := Measure.eqOn_open_of_ae_eq hae isOpen_Ioi
    (Continuous.continuousOn (by fun_prop)) continuous_zero.continuousOn
  refine no_finite_expansion Finset.univ a p c 1 0 one_ne_zero fun x hx => ?_
  have h := heq (show Real.sqrt x ∈ Set.Ioi (0 : ℝ) from Real.sqrt_pos.2 hx)
  simp only [Real.sq_sqrt hx.le, Pi.zero_apply] at h
  have h' := (pow_eq_zero_iff two_ne_zero).1 ((mul_eq_zero.1 h).resolve_left hx.ne')
  linear_combination h'

/-- For `h > 0` and `x ≥ 0`, the difference quotient `(1 - exp(-h x))/h` differs from `x` by
at most `h x^2`. -/
theorem difference_quotient_bound {h x : ℝ} (hh : 0 < h) (hx : 0 ≤ x) :
    |x - (1 - exp (-h * x)) / h| ≤ h * x ^ 2 := by
  rw [neg_mul]
  have hy : 0 ≤ h * x := mul_nonneg hh.le hx
  have h1 := Real.add_one_le_exp (-(h * x))
  have h2 : exp (-(h * x)) * (1 + h * x) ≤ 1 := by
    calc exp (-(h * x)) * (1 + h * x) ≤ exp (-(h * x)) * exp (h * x) :=
          mul_le_mul_of_nonneg_left (by linarith [Real.add_one_le_exp (h * x)])
            (Real.exp_pos _).le
      _ = 1 := by rw [← Real.exp_add, neg_add_cancel, Real.exp_zero]
  have h3 : exp (-(h * x)) ≤ 1 - h * x + (h * x) ^ 2 := by
    refine le_of_mul_le_mul_right ?_ (show 0 < 1 + h * x by linarith)
    nlinarith [pow_nonneg hy 3]
  have h4 : x - (1 - exp (-(h * x))) / h = (exp (-(h * x)) - 1 + h * x) / h := by
    rw [eq_div_iff hh.ne', sub_mul, div_mul_cancel₀ _ hh.ne']
    ring
  rw [h4, abs_of_nonneg (div_nonneg (by linarith) hh.le), div_le_iff₀ hh]
  nlinarith

/-- For `a, h > 0`, the difference quotient of two primitives with exponents `a` and `a + h`
has a fit error of at most `h^2` times a Gaussian moment independent of `h`. -/
theorem fitError_difference_le (n : ℕ) {a h : ℝ} (ha : 0 < a) (hh : 0 < h) :
    fitError a (differenceCoeff n h) (differenceExponent n a h)
      ≤ h ^ 2 * ∫ r in Set.Ioi (0 : ℝ), r ^ 10 * exp (-(2 * a) * r ^ 2) := by
  have hp : ∀ i, 0 < differenceExponent n a h i := by
    intro i
    refine Fin.cases ?_ (fun j => ?_) i
    · exact ha
    · exact add_pos ha hh
  unfold fitError
  rw [← integral_const_mul]
  refine integral_mono (error_integrable ha _ _ hp).integrableOn
    ((moment_integrable 10 (by positivity : 0 < 2 * a)).const_mul (h ^ 2)).integrableOn
    fun r => ?_
  have hsum : ∑ i, differenceCoeff n h i * exp (-differenceExponent n a h i * r ^ 2)
      = (exp (-a * r ^ 2) - exp (-(a + h) * r ^ 2)) / h := by
    rw [Fin.sum_univ_succ, Fin.sum_univ_succ]
    simp only [differenceCoeff, differenceExponent, Matrix.cons_val_zero,
      Matrix.cons_val_succ, Pi.zero_apply, zero_mul, Finset.sum_const_zero]
    ring
  have hb := pow_le_pow_left₀ (abs_nonneg _) (difference_quotient_bound hh (sq_nonneg r)) 2
  rw [sq_abs] at hb
  dsimp only
  rw [hsum, gaussian_mul a h, two_mul, gaussian_mul a a]
  calc r ^ 2 * (r ^ 2 * exp (-a * r ^ 2)
        - (exp (-a * r ^ 2) - exp (-a * r ^ 2) * exp (-h * r ^ 2)) / h) ^ 2
      = r ^ 2 * exp (-a * r ^ 2) ^ 2 * (r ^ 2 - (1 - exp (-h * r ^ 2)) / h) ^ 2 := by ring
    _ ≤ r ^ 2 * exp (-a * r ^ 2) ^ 2 * (h * (r ^ 2) ^ 2) ^ 2 :=
        mul_le_mul_of_nonneg_left hb (by positivity)
    _ = h ^ 2 * (r ^ 10 * (exp (-a * r ^ 2) * exp (-a * r ^ 2))) := by ring

/-- For `a > 0` and any number `n + 2` of primitives with positive exponents, the fit errors
have infimum zero, and no choice of coefficients and exponents minimises the error. -/
theorem no_optimal_fit (n : ℕ) {a : ℝ} (ha : 0 < a) :
    IsGLB (fitErrors a (n + 2)) 0 ∧
      ¬ ∃ c p : Fin (n + 2) → ℝ, (∀ i, 0 < p i) ∧
        ∀ E ∈ fitErrors a (n + 2), fitError a c p ≤ E := by
  have hglb : IsGLB (fitErrors a (n + 2)) 0 := by
    constructor
    · rintro E ⟨c, p, hp, rfl⟩
      exact (fitError_pos ha c p hp).le
    · intro b hb
      obtain ⟨K, hK⟩ : ∃ K : ℝ, ∀ h : ℝ, 0 < h →
          fitError a (differenceCoeff n h) (differenceExponent n a h) ≤ h ^ 2 * K :=
        ⟨_, fun h hh => fitError_difference_le n ha hh⟩
      -- let the two exponents coalesce
      have ht : Filter.Tendsto (fun h : ℝ => h ^ 2 * K) (𝓝[>] 0) (𝓝 0) :=
        (Continuous.tendsto' (by fun_prop) 0 0 (by simp)).mono_left nhdsWithin_le_nhds
      refine ge_of_tendsto ht ?_
      filter_upwards [self_mem_nhdsWithin] with h hh
      have hh' : 0 < h := hh
      refine (hb ⟨_, _, fun i => ?_, rfl⟩).trans (hK h hh')
      refine Fin.cases ?_ (fun j => ?_) i
      · exact ha
      · exact add_pos ha hh'
  refine ⟨hglb, ?_⟩
  rintro ⟨c, p, hp, hmin⟩
  exact not_le_of_gt (fitError_pos ha c p hp) (hglb.2 hmin)

/-- For `a > 0`, the two-primitive fit error of `r^2 exp(-a r^2)` over real coefficients and
positive exponents has infimum zero, but is strictly positive for every choice. -/
theorem two_primitive_fit {a : ℝ} (ha : 0 < a) :
    IsGLB {E : ℝ | ∃ c d p q : ℝ, 0 < p ∧ 0 < q ∧ E = ∫ r in Set.Ioi (0 : ℝ),
      r ^ 2 * (r ^ 2 * exp (-a * r ^ 2) - c * exp (-p * r ^ 2) - d * exp (-q * r ^ 2)) ^ 2} 0 ∧
    ∀ c d p q : ℝ, 0 < p → 0 < q → 0 < ∫ r in Set.Ioi (0 : ℝ),
      r ^ 2 * (r ^ 2 * exp (-a * r ^ 2) - c * exp (-p * r ^ 2) - d * exp (-q * r ^ 2)) ^ 2 := by
  have key : ∀ c p : Fin 2 → ℝ, fitError a c p = ∫ r in Set.Ioi (0 : ℝ),
      r ^ 2 * (r ^ 2 * exp (-a * r ^ 2) - c 0 * exp (-p 0 * r ^ 2)
        - c 1 * exp (-p 1 * r ^ 2)) ^ 2 := by
    intro c p
    simp only [fitError, Fin.sum_univ_two, sub_sub]
  have hpos : ∀ p q : ℝ, 0 < p → 0 < q → ∀ i, 0 < (![p, q] : Fin 2 → ℝ) i := by
    intro p q hp hq i
    fin_cases i
    · exact hp
    · exact hq
  constructor
  · convert (no_optimal_fit 0 ha).1 using 1
    ext E
    constructor
    · rintro ⟨c, d, p, q, hp, hq, rfl⟩
      exact ⟨![c, d], ![p, q], hpos p q hp hq, (key ![c, d] ![p, q]).symm⟩
    · rintro ⟨c, p, hp, rfl⟩
      exact ⟨c 0, c 1, p 0, p 1, hp 0, hp 1, key c p⟩
  · intro c d p q hp hq
    have h := fitError_pos ha ![c, d] ![p, q] (hpos p q hp hq)
    rw [key] at h
    exact h

end

end PrimitiveGaussianFit
```

```lean
#print axioms PrimitiveGaussianFit.two_primitive_fit
-- 'PrimitiveGaussianFit.two_primitive_fit' depends on axioms: [propext, Classical.choice, Quot.sound]
```

## From the lemmas to the theorems

**Convergence.** `moment_integrable` supplies the Gaussian moments, and `error_integrable` expands the square into them with the help of `gaussian_mul`. This matters because Lean assigns the value 0 to a divergent integral, which would pass for a perfect fit.

**No exact expansion.** `no_finite_expansion` is the induction above, over a finite set of terms. The statement quantifies over `c`, `α` and `β` inside the induction, since the first case changes `β` and the second can change all three. The case `p j = a` absorbs the term into the constant. In the other case, `linear_combination h1 - exp (-p j) * h0` is the subtraction of the relation at $x$ from the shifted one.

**Positive error.** `fitError_pos` holds for every `N`. From a zero integral it gets an integrand that vanishes almost everywhere, and `Measure.eqOn_open_of_ae_eq` uses continuity to extend this to all $r>0$. Evaluating at $r=\sqrt x$ gives the relation that was excluded.

**Small error.** `difference_quotient_bound` contains the inequalities for $e^{-y}$; its step `h3` is the upper bound $1-y+y^2$. In `fitError_difference_le`, `hsum` evaluates the sum to $g_h$, and `integral_mono` turns the pointwise estimate into the bound on the error.

**The conclusions.** In `no_optimal_fit`, any lower bound `b` of the errors lies below $h^2K$ for all $h>0$, where $K$ is the moment integral. `ge_of_tendsto` then gives $b\le0$. The error of a supposed optimal fit would be such a lower bound, against `fitError_pos`. Finally, `two_primitive_fit` sets `n = 0` and uses `key` to translate between functions on `Fin 2` and the four parameters $c,d,p,q$.
